# In a rigid-rotor band, R(J) and P(J) lie √(8BkT/hc) apart at the population maximum over real J

In a thermal gas of linear rigid rotors with rotational constant B, the population of the levels, taken as a function of a continuous J ≥ −1/2, is largest at exactly one point:

2J + 1 = √(2θ/B), with θ = kT/hc in the units of B.

If B is the same in both vibrational states, the absorption lines R(J) and P(J) that start from this J are separated by

Δ = √(8Bθ),

so B follows from Δ and the temperature T, or T from Δ and B. If J is restricted to the integers 0, 1, 2, …, without nuclear-spin weights, the separation at a most populated level with J ≥ 1 differs from √(8Bθ) by less than 4B.

For a band with unresolved rotational structure, this relation gives an estimate of B or T within the rigid-rotor model. This use rests on an approximation that the theorems do not cover: the intensity maxima of the two branches are taken to be the lines from the most populated level, although line strengths also depend on J.

```lean
import Mathlib

open Real

namespace RotationalBandMaximum

noncomputable section

/-- Rigid-rotor term value `B J (J + 1)`, for real `J`. -/
def rotorTerm (B J : ℝ) : ℝ := B * J * (J + 1)
```

This is the rotor term F(J) = BJ(J+1), without centrifugal distortion. The type `ℝ` makes J a real number.

```lean
/-- Relative thermal population of level `J`: degeneracy times Boltzmann factor, with
`θ = kT/hc` in the units of `B`, for `θ ≠ 0`. -/
def levelPopulation (B θ J : ℝ) : ℝ := (2 * J + 1) * exp (-rotorTerm B J / θ)
```

The population is p(J) = (2J+1) exp(−F(J)/θ), degeneracy times Boltzmann factor. Dividing by the partition function would give the normalised population and leave the maximum where it is.

```lean
/-- Position of the line `R(J)`, from `J` to `J + 1`, with equal rotational constants in
both vibrational states and band origin `ν₀`. -/
def lineR (ν₀ B J : ℝ) : ℝ := ν₀ + rotorTerm B (J + 1) - rotorTerm B J
```

R(J) = ν₀ + F(J+1) − F(J), where ν₀ is the band origin.

```lean
/-- Position of the line `P(J)`, from `J` to `J - 1`, with equal rotational constants in
both vibrational states and band origin `ν₀`. -/
def lineP (ν₀ B J : ℝ) : ℝ := ν₀ + rotorTerm B (J - 1) - rotorTerm B J
```

P(J) = ν₀ + F(J−1) − F(J). Both are absorption lines, labelled by the J of the level in the lower vibrational state from which they start.

```lean
/-- The real number `J` with `2J + 1 = √(2θ/B)`, for `B ≠ 0`. -/
def peakJ (B θ : ℝ) : ℝ := (√(2 * θ / B) - 1) / 2
```

`peakJ` solves 2J + 1 = √(2θ/B) for J. Call this value J*.

```lean
/-- For `θ > 0` and `2K + 1 > 0`, level `K` is more populated than a different level `J`
if `(2K+1)² - (2J+1)²` and `2θ - B(2K+1)²` have a nonnegative product. -/
theorem levelPopulation_lt {B θ J K : ℝ} (hθ : 0 < θ) (hK : 0 < 2 * K + 1) (hne : J ≠ K)
    (h : 0 ≤ ((2 * K + 1) ^ 2 - (2 * J + 1) ^ 2) * (2 * θ - B * (2 * K + 1) ^ 2)) :
    levelPopulation B θ J < levelPopulation B θ K := by
  have hq2 : 0 < 2 * (2 * K + 1) ^ 2 := mul_pos two_pos (pow_pos hK 2)
  -- a lower bound on the exponent that relates the two Boltzmann factors
  have hs : ((2 * J + 1) ^ 2 - (2 * K + 1) ^ 2) / (2 * (2 * K + 1) ^ 2)
      ≤ (rotorTerm B J - rotorTerm B K) / θ := by
    rw [div_le_div_iff₀ hq2 hθ]
    unfold rotorTerm
    nlinarith [h]
  -- completing the square
  have hsq : (2 * K + 1) * (1 + ((2 * J + 1) ^ 2 - (2 * K + 1) ^ 2) / (2 * (2 * K + 1) ^ 2))
      - (2 * J + 1) = (2 * J - 2 * K) ^ 2 / (2 * (2 * K + 1)) := by
    have hK0 : 2 * K + 1 ≠ 0 := hK.ne'
    field_simp
    ring
  have hpos : 0 < (2 * J - 2 * K) ^ 2 / (2 * (2 * K + 1)) := by
    have hd : 2 * J - 2 * K ≠ 0 := fun h0 => hne (by linarith)
    exact div_pos ((sq_nonneg _).lt_of_ne' (pow_ne_zero 2 hd)) (by linarith)
  have hexp := mul_le_mul_of_nonneg_left
    (show 1 + ((2 * J + 1) ^ 2 - (2 * K + 1) ^ 2) / (2 * (2 * K + 1) ^ 2)
      ≤ exp ((rotorTerm B J - rotorTerm B K) / θ) by
        linarith [add_one_le_exp ((rotorTerm B J - rotorTerm B K) / θ)]) hK.le
  have key : 2 * J + 1 < (2 * K + 1) * exp ((rotorTerm B J - rotorTerm B K) / θ) := by
    linarith
  have hfac : exp (-rotorTerm B K / θ)
      = exp ((rotorTerm B J - rotorTerm B K) / θ) * exp (-rotorTerm B J / θ) := by
    rw [← exp_add]
    congr 1
    ring
  unfold levelPopulation
  rw [hfac, ← mul_assoc]
  exact mul_lt_mul_of_pos_right key (exp_pos _)
```

This theorem compares two levels without calculus. Write x = 2J+1 and y = 2K+1, with y > 0 and x ≠ y. The hypothesis `h` says

(y² − x²)(2θ − By²) ≥ 0.

Let s = (F(J) − F(K))/θ = B(x² − y²)/(4θ). Then

s − (x² − y²)/(2y²) = (y² − x²)(2θ − By²)/(4θy²) ≥ 0,

which is `hs`. Since exp s ≥ 1 + s (`add_one_le_exp`),

y exp s ≥ y + (x² − y²)/(2y) = x + (x − y)²/(2y) > x.

The completed square is `hsq`, and the resulting inequality is `key`. Multiplying by exp(−F(J)/θ) turns the left side into p(K), by `hfac`, and the right side into p(J). Hence p(J) < p(K).

```lean
/-- For `B, θ > 0` the peak position has `2J + 1 > 0` and `B (2J + 1)² = 2θ`. -/
theorem peakJ_spec {B θ : ℝ} (hB : 0 < B) (hθ : 0 < θ) :
    0 < 2 * peakJ B θ + 1 ∧ B * (2 * peakJ B θ + 1) ^ 2 = 2 * θ := by
  have e : 2 * peakJ B θ + 1 = √(2 * θ / B) := by unfold peakJ; ring
  have hp : 0 < 2 * θ / B := by positivity
  rw [e, Real.sq_sqrt hp.le]
  exact ⟨Real.sqrt_pos.mpr hp, mul_div_cancel₀ _ hB.ne'⟩
```

With q = 2J* + 1 = √(2θ/B), squaring gives Bq² = 2θ, and q > 0.

```lean
/-- For `B, θ > 0` the population rises strictly from `J = -1/2` up to the peak. -/
theorem levelPopulation_strictMonoOn {B θ : ℝ} (hB : 0 < B) (hθ : 0 < θ) :
    StrictMonoOn (levelPopulation B θ) (Set.Icc (-1 / 2) (peakJ B θ)) := by
  intro J hJ K hK hJK
  obtain ⟨-, hpk⟩ := peakJ_spec hB hθ
  have hJ1 := hJ.1
  have hK2 := hK.2
  have h1 : (2 * J + 1) ^ 2 ≤ (2 * K + 1) ^ 2 :=
    pow_le_pow_left₀ (by linarith) (by linarith) 2
  have h2 : (2 * K + 1) ^ 2 ≤ (2 * peakJ B θ + 1) ^ 2 :=
    pow_le_pow_left₀ (by linarith) (by linarith) 2
  have h3 := mul_le_mul_of_nonneg_left h2 hB.le
  exact levelPopulation_lt hθ (by linarith) hJK.ne
    (mul_nonneg (by linarith) (by linarith))
```

`StrictMonoOn` means strictly increasing on a set, here the closed interval from −1/2 to J*. For J < K in it, 0 ≤ x < y ≤ q. Both factors in the comparison are then nonnegative, so p(J) < p(K).

```lean
/-- For `B, θ > 0` the population falls strictly beyond the peak. -/
theorem levelPopulation_strictAntiOn {B θ : ℝ} (hB : 0 < B) (hθ : 0 < θ) :
    StrictAntiOn (levelPopulation B θ) (Set.Ici (peakJ B θ)) := by
  intro J hJ K _ hJK
  obtain ⟨hp, hpk⟩ := peakJ_spec hB hθ
  have hJ1 : peakJ B θ ≤ J := hJ
  have h1 : (2 * J + 1) ^ 2 ≤ (2 * K + 1) ^ 2 :=
    pow_le_pow_left₀ (by linarith) (by linarith) 2
  have h2 : (2 * peakJ B θ + 1) ^ 2 ≤ (2 * J + 1) ^ 2 :=
    pow_le_pow_left₀ hp.le (by linarith) 2
  have h3 := mul_le_mul_of_nonneg_left h2 hB.le
  refine levelPopulation_lt hθ (by linarith) hJK.ne' ?_
  nlinarith [mul_nonneg (sub_nonneg.mpr h1) (sub_nonneg.mpr (hpk ▸ h3))]
```

`Set.Ici` is the half-line from J* upwards. For J < K on it, the comparison is used with the roles exchanged: J is now the more populated level. Both factors are nonpositive, so their product is again nonnegative.

```lean
/-- For `B, θ > 0`, the level `J` has the largest population among all real levels from
`-1/2` upwards if and only if `2J + 1 = √(2θ/B)`. -/
theorem isMaxOn_levelPopulation_iff {B θ : ℝ} (hB : 0 < B) (hθ : 0 < θ) (J : ℝ) :
    IsMaxOn (levelPopulation B θ) (Set.Ici (-1 / 2)) J ↔ 2 * J + 1 = √(2 * θ / B) := by
  obtain ⟨hp, hpk⟩ := peakJ_spec hB hθ
  have e : 2 * peakJ B θ + 1 = √(2 * θ / B) := by unfold peakJ; ring
  -- every other level is strictly less populated than the peak
  have hlt : ∀ K, K ≠ peakJ B θ → levelPopulation B θ K < levelPopulation B θ (peakJ B θ) :=
    fun K hK => levelPopulation_lt hθ hp hK (by rw [hpk, sub_self, mul_zero])
  rw [isMaxOn_iff]
  constructor
  · intro h
    by_contra hne
    have hmem : peakJ B θ ∈ Set.Ici (-1 / 2 : ℝ) := Set.mem_Ici.mpr (by linarith)
    exact not_lt_of_ge (h _ hmem) (hlt J fun h0 => hne (by rw [h0, e]))
  · intro h K _
    have hJ : J = peakJ B θ := by linarith
    rw [hJ]
    by_cases hK : K = peakJ B θ
    · rw [hK]
    · exact (hlt K hK).le
```

`IsMaxOn` says that no point of the set has a larger population than J. At K = J* the factor 2θ − By² vanishes, so the comparison makes every other real J strictly less populated (`hlt`). This gives both directions: J* is a maximum, and any other candidate is beaten by J*.

```lean
/-- For `B, θ > 0`, the lines `R(J)` and `P(J)` from the level of maximum population
over real `J ≥ -1/2` are separated by `√(8Bθ)`. -/
theorem separation_at_maximum {B θ J : ℝ} (hB : 0 < B) (hθ : 0 < θ) (ν₀ : ℝ)
    (hJ : IsMaxOn (levelPopulation B θ) (Set.Ici (-1 / 2)) J) :
    lineR ν₀ B J - lineP ν₀ B J = √(8 * B * θ) := by
  have h := (isMaxOn_levelPopulation_iff hB hθ J).mp hJ
  obtain ⟨hp, hpk⟩ := peakJ_spec hB hθ
  have e : J = peakJ B θ := by unfold peakJ; linarith
  have hsq : 8 * B * θ = (2 * B * (2 * J + 1)) ^ 2 := by
    rw [e]
    linear_combination (-4 * B) * hpk
  have hJ0 : 0 < 2 * J + 1 := by rw [e]; exact hp
  rw [hsq, Real.sqrt_sq (by positivity)]
  unfold lineR lineP rotorTerm
  ring
```

By hand,

R(J) − P(J) = F(J+1) − F(J−1) = 2B(J+1) + 2BJ = 2B(2J+1).

At the maximum this is 2B√(2θ/B) = √(8Bθ). Lean writes 8Bθ as the square of 2B(2J+1), takes the positive root and finishes the algebra with `ring`.

```lean
/-- For `B, θ > 0`, the separation of `R(J)` and `P(J)` at the population maximum over real
`J ≥ -1/2` gives `B` when `θ` is known, and `θ` when `B` is known. -/
theorem constants_from_separation {B θ J : ℝ} (hB : 0 < B) (hθ : 0 < θ) (ν₀ : ℝ)
    (hJ : IsMaxOn (levelPopulation B θ) (Set.Ici (-1 / 2)) J) :
    B = (lineR ν₀ B J - lineP ν₀ B J) ^ 2 / (8 * θ) ∧
      θ = (lineR ν₀ B J - lineP ν₀ B J) ^ 2 / (8 * B) := by
  rw [separation_at_maximum hB hθ ν₀ hJ, Real.sq_sqrt (by positivity)]
  constructor
  · rw [eq_div_iff (by positivity)]
    ring
  · rw [eq_div_iff (by positivity)]
    ring
```

Squaring gives Δ² = 8Bθ, hence B = Δ²/(8θ) and θ = Δ²/(8B).

```lean
/-- For `B, θ > 0`, a most populated level among the integers `J = 0, 1, 2, …` lies less than
one unit from the peak of the continuous curve. -/
theorem integer_maximum_near_peak {B θ : ℝ} (hB : 0 < B) (hθ : 0 < θ) (n : ℕ)
    (hn : ∀ m : ℕ, levelPopulation B θ m ≤ levelPopulation B θ n) :
    |(n : ℝ) - peakJ B θ| < 1 := by
  obtain ⟨hp, -⟩ := peakJ_spec hB hθ
  have hn0 : (0 : ℝ) ≤ n := Nat.cast_nonneg n
  rw [abs_lt]
  constructor
  · -- otherwise the next higher level would be more populated
    by_contra hc
    have hup := hn (n + 1)
    push_cast at hup
    have hlt := levelPopulation_strictMonoOn hB hθ
      (show (n : ℝ) ∈ Set.Icc (-1 / 2) (peakJ B θ) from ⟨by linarith, by linarith⟩)
      (show (n : ℝ) + 1 ∈ Set.Icc (-1 / 2) (peakJ B θ) from ⟨by linarith, by linarith⟩)
      (by linarith)
    linarith
  · -- otherwise the next lower level would be more populated
    by_contra hc
    have hn1 : n ≠ 0 := by
      intro h0
      rw [h0, Nat.cast_zero] at hc
      exact hc (by linarith)
    obtain ⟨m, rfl⟩ := Nat.exists_eq_succ_of_ne_zero hn1
    have hdown := hn m
    push_cast at hdown hc
    have hlt := levelPopulation_strictAntiOn hB hθ
      (show (m : ℝ) ∈ Set.Ici (peakJ B θ) from Set.mem_Ici.mpr (by linarith))
      (show (m : ℝ) + 1 ∈ Set.Ici (peakJ B θ) from Set.mem_Ici.mpr (by linarith))
      (by linarith)
    linarith
```

Here n is a natural number, and `hn` says that no integer level is more populated. If n ≤ J* − 1, then n + 1 is still on the rising side and has a larger population, a contradiction. If n ≥ J* + 1, then n ≥ 1 because J* > −1/2, and n − 1 lies on the falling side with a larger population. So |n − J*| < 1.

```lean
/-- For `B, θ > 0`, the difference of the formulas `lineR` and `lineP` at a most populated level
among the integers `J = 0, 1, 2, …` differs from `√(8Bθ)` by less than `4B`. -/
theorem integer_separation_error {B θ : ℝ} (hB : 0 < B) (hθ : 0 < θ) (ν₀ : ℝ) (n : ℕ)
    (hn : ∀ m : ℕ, levelPopulation B θ m ≤ levelPopulation B θ n) :
    |lineR ν₀ B n - lineP ν₀ B n - √(8 * B * θ)| < 4 * B := by
  have hmax := (isMaxOn_levelPopulation_iff hB hθ (peakJ B θ)).mpr (by unfold peakJ; ring)
  have hdiff : lineR ν₀ B n - lineP ν₀ B n - √(8 * B * θ) = 4 * B * (n - peakJ B θ) := by
    rw [← separation_at_maximum hB hθ ν₀ hmax]
    unfold lineR lineP rotorTerm
    ring
  have h4 : 0 < 4 * B := by positivity
  rw [hdiff, abs_mul, abs_of_pos h4]
  exact mul_lt_of_lt_one_right h4 (integer_maximum_near_peak hB hθ n hn)

end

end RotationalBandMaximum
```

The separation is linear in J, so its deviation from √(8Bθ) is

2B(2n+1) − 2B(2J*+1) = 4B(n − J*),

which is smaller than 4B in magnitude. At low temperature n can be 0. The bound still holds for the formula, but a molecule has no line P(0).

```lean
#print axioms RotationalBandMaximum.separation_at_maximum
#print axioms RotationalBandMaximum.constants_from_separation
#print axioms RotationalBandMaximum.integer_separation_error
```

```
'RotationalBandMaximum.separation_at_maximum' depends on axioms: [propext, Classical.choice, Quot.sound]
'RotationalBandMaximum.constants_from_separation' depends on axioms: [propext, Classical.choice, Quot.sound]
'RotationalBandMaximum.integer_separation_error' depends on axioms: [propext, Classical.choice, Quot.sound]
```
